# Pauli-string expansion of a tensor product of one-qubit operators (X + i s_j Y)/2

On a finite set of n qubits, let Q be the tensor product of the one-qubit operators (X + i s_j Y)/2, where the s_j are arbitrary real numbers. The theorem `excitation_expansion` states that Q equals 2^(-n) times the sum, over all sets S of sites, of i^|S| (∏_{j ∈ S} s_j) P_S, where P_S is the Pauli string with Y on the sites in S and X on the others. The proof takes the factors 1/2 out of the tensor product and shows that their product is 1/2^n. It then expands the remaining product of sums with `tensorOp_add_smul` and matches the coefficients with `weight`.

The failing Lean file:

```lean
import Mathlib

open Matrix

namespace ExcitationExpansion

noncomputable section

variable {ι : Type*} [Fintype ι] [DecidableEq ι]

/-- The Pauli matrix X. -/
def pauliX : Matrix (Fin 2) (Fin 2) ℂ := !![0, 1; 1, 0]

/-- The Pauli matrix Y. -/
def pauliY : Matrix (Fin 2) (Fin 2) ℂ := !![0, -Complex.I; Complex.I, 0]

/-- The tensor product of one-qubit operators `A j` over all sites `j`, as a matrix in the
computational basis. -/
def tensorOp (A : ι → Matrix (Fin 2) (Fin 2) ℂ) : Matrix (ι → Fin 2) (ι → Fin 2) ℂ :=
  Matrix.of fun x y => ∏ j, A j (x j) (y j)

/-- The Pauli string with Y on the sites in `S` and X on all other sites. -/
def pauliString (S : Finset ι) : Matrix (ι → Fin 2) (ι → Fin 2) ℂ :=
  tensorOp fun j => if j ∈ S then pauliY else pauliX

/-- The one-qubit operator (X + i s Y)/2. -/
def ladder (s : ℝ) : Matrix (Fin 2) (Fin 2) ℂ :=
  (1 / 2 : ℂ) • (pauliX + (Complex.I * (s : ℂ)) • pauliY)

/-- The operator Q, the tensor product of (X + i s_j Y)/2 over all sites. -/
def excitation (s : ι → ℝ) : Matrix (ι → Fin 2) (ι → Fin 2) ℂ :=
  tensorOp fun j => ladder (s j)

/-- The coefficient i^|S| ∏ s_j, with the product over the sites in `S`. -/
def weight (s : ι → ℝ) (S : Finset ι) : ℂ :=
  Complex.I ^ S.card * ∏ j ∈ S, (s j : ℂ)

omit [DecidableEq ι] in
/-- Scalar factors on the individual sites multiply into one overall factor. -/
theorem tensorOp_smul (c : ι → ℂ) (A : ι → Matrix (Fin 2) (Fin 2) ℂ) :
    tensorOp (fun j => c j • A j) = (∏ j, c j) • tensorOp A := by
  ext x y
  simp only [tensorOp, Matrix.smul_apply, Matrix.of_apply, smul_eq_mul,
    Finset.prod_mul_distrib]

/-- The tensor product of the sums X + c_j Y is the sum over all site sets S of (∏_{j ∈ S} c_j) P_S,
where P_S is `pauliString S`. -/
theorem tensorOp_add_smul (c : ι → ℂ) :
    tensorOp (fun j => pauliX + c j • pauliY) =
      ∑ S : Finset ι, (∏ j ∈ S, c j) • pauliString S := by
  ext x y
  simp only [pauliString, tensorOp, Matrix.of_apply, Matrix.add_apply, Matrix.smul_apply,
    Matrix.sum_apply, smul_eq_mul]
  -- choose Y on the sites of S and X on the rest
  have h := Finset.prod_add (fun j => c j * pauliY (x j) (y j))
    (fun j => pauliX (x j) (y j)) Finset.univ
  rw [Finset.powerset_univ] at h
  refine (Finset.prod_congr rfl fun j _ => add_comm _ _).trans (h.trans ?_)
  refine Finset.sum_congr rfl fun S _ => ?_
  rw [Finset.prod_mul_distrib, mul_assoc, ← Finset.prod_sdiff (Finset.subset_univ S)]
  have hY : ∏ j ∈ S, (if j ∈ S then pauliY else pauliX) (x j) (y j) =
      ∏ j ∈ S, pauliY (x j) (y j) :=
    Finset.prod_congr rfl fun j hj => by rw [if_pos hj]
  have hX : ∏ j ∈ Finset.univ \ S, (if j ∈ S then pauliY else pauliX) (x j) (y j) =
      ∏ j ∈ Finset.univ \ S, pauliX (x j) (y j) :=
    Finset.prod_congr rfl fun j hj => by rw [if_neg (Finset.mem_sdiff.mp hj).2]
  rw [hY, hX]
  ring

/-- On n qubits, Q is 2^(-n) times the sum over all site sets S of i^|S| (∏_{j ∈ S} s_j) P_S. -/
theorem excitation_expansion (s : ι → ℝ) :
    excitation s = (1 / 2 ^ Fintype.card ι : ℂ) •
      ∑ S : Finset ι, weight s S • pauliString S := by
  have h : excitation s = (∏ _j : ι, (1 / 2 : ℂ)) •
      tensorOp (fun j => pauliX + (Complex.I * (s j : ℂ)) • pauliY) := tensorOp_smul _ _
  have hc : (∏ _j : ι, (1 / 2 : ℂ)) = 1 / 2 ^ Fintype.card ι := by
    rw [Finset.prod_const, Finset.card_univ, one_div_pow]
  rw [h, hc, tensorOp_add_smul]
  simp only [weight, Finset.prod_mul_distrib, Finset.prod_const]

end

end ExcitationExpansion
```

The compiler's answer:

```
Main.lean:77:45: error: Ambiguous term
  one_div_pow
Possible interpretations:
  _root_.one_div_pow : ∀ (a : ?m.122) (n : ℕ), (1 / a) ^ n = 1 / a ^ n
  
  Matrix.one_div_pow : ∀ (n : ℕ), (1 / ?m.127) ^ n = 1 / ?m.127 ^ n
```

This version goes through:

```diff
@@ -75,5 +75,5 @@
       tensorOp (fun j => pauliX + (Complex.I * (s j : ℂ)) • pauliY) := tensorOp_smul _ _
   have hc : (∏ _j : ι, (1 / 2 : ℂ)) = 1 / 2 ^ Fintype.card ι := by
-    rw [Finset.prod_const, Finset.card_univ, one_div_pow]
+    rw [Finset.prod_const, Finset.card_univ, _root_.one_div_pow]
   rw [h, hc, tensorOp_add_smul]
   simp only [weight, Finset.prod_mul_distrib, Finset.prod_const]
```

Diagnosis. The error lies in the step `hc`, which evaluates the product of the factors 1/2. After the first two rewrites, what remains is to turn (1/2)^n into 1/2^n for complex numbers, and `one_div_pow` is meant to do this.

Because the file has `open Matrix`, that short name can mean either `_root_.one_div_pow` or `Matrix.one_div_pow`, the version for matrices. `rw` has to settle what the term means before it looks for the pattern in the goal. Both readings make sense at that point, so Lean reports an ambiguous term, although the goal is about numbers and only the first lemma fits.

The repair writes `_root_.one_div_pow`, which names the general lemma outside the `Matrix` namespace and leaves only one reading. It applies to the complex numbers here, and the rewrite goes through. The mathematical argument is unchanged.
